# Exact-exchange energy density on a grid: quadratic form and screening bounds

## Question

Take one spin channel, one real basis function $\chi$ and a density matrix that is a single number $p$. Let $w(x,y)$ be the interaction between $x$ and $y$ times the quadrature weight of $y$. On a finite grid $\gamma(x,y)=p\,\chi(x)\chi(y)$, so with $f=p\,\chi(x)$ and $A=\sum_y\chi(y)^2w(x,y)$ the exchange energy density at $x$ is

$$e(x)=-\tfrac12\sum_y w(x,y)\,\gamma(x,y)^2=-\tfrac12 f^2A .$$

With two functions a cross term $-f_1f_2A_{12}$ appears. It can have either sign, but for $w\ge0$ Cauchy-Schwarz gives $|A_{12}|\le\sqrt{A_{11}A_{22}}$, so the amplitudes and the diagonal integrals limit its size.

For any finite basis and $w\ge0$, let $P$ be symmetric, $f(x)=P\chi(x)$ and $A_{mn}(x)=\sum_y\chi_m(y)\chi_n(y)w(x,y)$. I would like to state and prove in Lean 4 with Mathlib that $e(x)=-\tfrac12 f^TAf$, that $A(x)$ is positive semidefinite, and that

$$-\tfrac12\Big(\sum_m|f_m|\sqrt{A_{mm}}\Big)^2\le e(x)\le0 .$$

Can the same argument also bound the error made by neglecting small amplitudes?

## Answer

Yes. Both follow from writing the quadratic form as a weighted sum over the grid.

### Modelling choices

The finite types `ι` and `X` label basis functions and grid points. The value $\chi_m(x)$ is `chi m x`, and `P` is a real matrix with the hypothesis `P.IsSymm`. It need not be idempotent or positive. The interaction `w x y` is any real function with `∀ x y, 0 ≤ w x y`; it includes the quadrature weight of $y$ and need not be symmetric. For a Coulomb interaction, a finite value has to be chosen where $x$ and $y$ coincide.

The remaining objects are definitions:

- `gamma` is the double sum $\gamma(x,y)=\sum_{mn}P_{mn}\chi_m(x)\chi_n(y)$.
- `amp` is $f(x)$, `intA` is $A(x)$, and `exDensity` is $e(x)$.
- `estimate` is $S(v)=\sum_m|v_m|\sqrt{A_{mm}(x)}$ for a coefficient vector $v$.
- `hybridExchange` is $\sum_x q(x)a(x)e(x)$, with quadrature weights $q$ and local mixing function $a$.

The prefactor $-\tfrac12$ is the usual one when $P$ describes a single spin channel. The semilocal part of a local hybrid is not modelled.

One could instead define $A_{mn}(x)$ by an integral over space, as when these integrals are evaluated analytically. The algebra would be the same, but the statement would need integrability hypotheses, and Cauchy-Schwarz would be used for integrals. 

### Derivation by hand

**Density matrix.** Since $P_{mn}=P_{nm}$,

$$\gamma(x,y)=\sum_n\Big(\sum_m P_{nm}\chi_m(x)\Big)\chi_n(y)=\sum_n f_n(x)\chi_n(y).$$

**Quadratic form.** For coefficient vectors $u,v$, inserting the definition of $A$ and moving the grid sum outward gives

$$u^TA(x)v=\sum_y w(x,y)\Big(\sum_m u_m\chi_m(y)\Big)\Big(\sum_n v_n\chi_n(y)\Big).$$

For $u=v=f(x)$ both brackets are $\gamma(x,y)$, hence $e(x)=-\tfrac12f^TAf$. For $u=v$ arbitrary, every term is a nonnegative weight times a square. As $A$ is also symmetric, it is positive semidefinite, and $e(x)\le0$.

**Lower bound.** Split the weight as $w=\sqrt w\sqrt w$ and apply Cauchy-Schwarz:

$$A_{mn}^2=\Big(\sum_y\sqrt w\,\chi_m(y)\,\sqrt w\,\chi_n(y)\Big)^2\le A_{mm}A_{nn}.$$

The triangle inequality then gives

$$|u^TAv|\le\sum_{mn}|u_m||v_n|\sqrt{A_{mm}}\sqrt{A_{nn}}=S(u)S(v).$$

With $u=v=f$ this is $f^TAf\le S(f)^2$, which is the lower bound on $e(x)$.

**Equality.** If only $f_k$ may be nonzero, then $f^TAf=f_k^2A_{kk}=S(f)^2$, so the lower bound is attained. This includes the one-function case.

**Screening error.** Let $g$ be approximate amplitudes, and write $F(y)=\sum_mf_m\chi_m(y)$ and $G(y)=\sum_mg_m\chi_m(y)$. From $F^2-G^2=(F-G)(F+G)$ at each $y$,

$$f^TAf-g^TAg=(f-g)^TA(f+g),$$

so the energy density changes by at most $\tfrac12S(f-g)S(f+g)$.

**Sum over $x$.** If $q,a\ge0$, multiplying the bounds on $e(x)$ by $q(x)a(x)$ and summing preserves them.

### The Lean file

```lean
import Mathlib

open Matrix Finset

namespace LocalHybridExchange

noncomputable section

variable {ι X : Type*} [Fintype ι] [Fintype X]

/-- The one-particle density matrix `γ(x,y)` on the grid, expanded in the basis `chi`. -/
def gamma (chi : ι → X → ℝ) (P : Matrix ι ι ℝ) (x y : X) : ℝ :=
  ∑ m, ∑ n, P m n * chi m x * chi n y

/-- The amplitudes `f(x) = P χ(x)` at the grid point `x`. -/
def amp (chi : ι → X → ℝ) (P : Matrix ι ι ℝ) (x : X) : ι → ℝ :=
  P *ᵥ (fun n => chi n x)

/-- The interaction integrals `A_mn(x)` of basis-function pairs with a charge at `x`. -/
def intA (chi : ι → X → ℝ) (w : X → X → ℝ) (x : X) : Matrix ι ι ℝ :=
  Matrix.of fun m n => ∑ y, chi m y * chi n y * w x y

/-- The exact-exchange energy density at the grid point `x`. -/
def exDensity (chi : ι → X → ℝ) (P : Matrix ι ι ℝ) (w : X → X → ℝ) (x : X) : ℝ :=
  -(1 / 2) * ∑ y, w x y * gamma chi P x y ^ 2

/-- The screening estimate `∑ |v_m| √A_mm(x)`, which uses only diagonal integrals. -/
def estimate (chi : ι → X → ℝ) (w : X → X → ℝ) (x : X) (v : ι → ℝ) : ℝ :=
  ∑ m, |v m| * √(intA chi w x m m)

/-- The exact-exchange part of a local hybrid, with quadrature weights `q` and
local mixing function `a`. -/
def hybridExchange (chi : ι → X → ℝ) (P : Matrix ι ι ℝ) (w : X → X → ℝ)
    (q a : X → ℝ) : ℝ :=
  ∑ x, q x * a x * exDensity chi P w x

omit [Fintype X] in
/-- For a symmetric `P`, the density matrix is the expansion of the amplitudes at `x`
in the basis functions at `y`. -/
theorem gamma_eq_amp (chi : ι → X → ℝ) {P : Matrix ι ι ℝ} (hP : P.IsSymm) (x y : X) :
    gamma chi P x y = ∑ m, amp chi P x m * chi m y := by
  unfold gamma
  rw [Finset.sum_comm]
  refine Finset.sum_congr rfl fun n _ => ?_
  simp only [amp, Matrix.mulVec, dotProduct, Finset.sum_mul]
  refine Finset.sum_congr rfl fun m _ => ?_
  linear_combination (chi m x * chi n y) * hP.apply n m

/-- The bilinear form of `A(x)` is a grid sum of the product of two expanded functions,
weighted by the interaction. -/
theorem form_eq (chi : ι → X → ℝ) (w : X → X → ℝ) (x : X) (u v : ι → ℝ) :
    u ⬝ᵥ intA chi w x *ᵥ v =
      ∑ y, w x y * (∑ m, u m * chi m y) * (∑ n, v n * chi n y) := by
  calc u ⬝ᵥ intA chi w x *ᵥ v
      = ∑ m, ∑ n, ∑ y, w x y * ((u m * chi m y) * (v n * chi n y)) := by
        simp only [dotProduct, Matrix.mulVec, intA, Matrix.of_apply,
          Finset.mul_sum, Finset.sum_mul]
        refine Finset.sum_congr rfl fun m _ => Finset.sum_congr rfl fun n _ =>
          Finset.sum_congr rfl fun y _ => by ring
    _ = ∑ m, ∑ y, ∑ n, w x y * ((u m * chi m y) * (v n * chi n y)) :=
        Finset.sum_congr rfl fun m _ => Finset.sum_comm
    _ = ∑ y, ∑ m, ∑ n, w x y * ((u m * chi m y) * (v n * chi n y)) := Finset.sum_comm
    _ = _ := by
        refine Finset.sum_congr rfl fun y _ => ?_
        rw [mul_assoc, Finset.sum_mul_sum, Finset.mul_sum]
        refine Finset.sum_congr rfl fun m _ => ?_
        rw [Finset.mul_sum]

/-- For a symmetric `P`, the exchange energy density is `-f(x)ᵀ A(x) f(x) / 2`. -/
theorem exDensity_eq (chi : ι → X → ℝ) {P : Matrix ι ι ℝ} (hP : P.IsSymm)
    (w : X → X → ℝ) (x : X) :
    exDensity chi P w x = -(1 / 2) * (amp chi P x ⬝ᵥ intA chi w x *ᵥ amp chi P x) := by
  rw [form_eq, exDensity]
  congr 1
  refine Finset.sum_congr rfl fun y _ => ?_
  rw [gamma_eq_amp chi hP]
  ring

omit [Fintype ι] in
/-- For a nonnegative interaction, each integral `A_mn(x)` is bounded by the geometric mean
of the two diagonal integrals. -/
theorem abs_intA_le (chi : ι → X → ℝ) {w : X → X → ℝ} (hw : ∀ x y, 0 ≤ w x y)
    (x : X) (m n : ι) :
    |intA chi w x m n| ≤ √(intA chi w x m m) * √(intA chi w x n n) := by
  -- split the weight evenly between the two basis functions
  have e : ∀ k l, intA chi w x k l =
      ∑ y, (√(w x y) * chi k y) * (√(w x y) * chi l y) := by
    intro k l
    simp only [intA, Matrix.of_apply]
    refine Finset.sum_congr rfl fun y _ => ?_
    linear_combination (-(chi k y * chi l y)) * Real.mul_self_sqrt (hw x y)
  have hd : 0 ≤ intA chi w x m m := by
    rw [e]
    exact Finset.sum_nonneg fun y _ => mul_self_nonneg _
  have h : intA chi w x m n ^ 2 ≤ intA chi w x m m * intA chi w x n n := by
    have h := Finset.sum_mul_sq_le_sq_mul_sq Finset.univ
      (fun y => √(w x y) * chi m y) (fun y => √(w x y) * chi n y)
    rw [e m n, e m m, e n n]
    simpa only [pow_two] using h
  rw [← Real.sqrt_mul hd]
  exact Real.abs_le_sqrt h

/-- For a nonnegative interaction, the absolute value of the bilinear form of `A(x)` is bounded
by the product of the screening estimates. -/
theorem abs_form_le (chi : ι → X → ℝ) {w : X → X → ℝ} (hw : ∀ x y, 0 ≤ w x y)
    (x : X) (u v : ι → ℝ) :
    |u ⬝ᵥ intA chi w x *ᵥ v| ≤ estimate chi w x u * estimate chi w x v := by
  simp only [dotProduct, Matrix.mulVec, Finset.mul_sum, estimate]
  rw [← Finset.mul_sum, Finset.sum_mul_sum]
  refine (Finset.abs_sum_le_sum_abs _ _).trans (Finset.sum_le_sum fun m _ => ?_)
  refine (Finset.abs_sum_le_sum_abs _ _).trans (Finset.sum_le_sum fun n _ => ?_)
  rw [abs_mul, abs_mul]
  have h := mul_le_mul_of_nonneg_left (abs_intA_le chi hw x m n)
    (mul_nonneg (abs_nonneg (u m)) (abs_nonneg (v n)))
  linarith

/-- For symmetric `P` and nonnegative interaction, the exchange energy density is `-1/2` times
the quadratic form of a positive semidefinite matrix, and lies between the screening bound and zero. -/
theorem exchange_density_bounds (chi : ι → X → ℝ) {P : Matrix ι ι ℝ} (hP : P.IsSymm)
    {w : X → X → ℝ} (hw : ∀ x y, 0 ≤ w x y) (x : X) :
    exDensity chi P w x = -(1 / 2) * (amp chi P x ⬝ᵥ intA chi w x *ᵥ amp chi P x) ∧
    (intA chi w x).PosSemidef ∧
    -(1 / 2) * (∑ m, |amp chi P x m| * √(intA chi w x m m)) ^ 2 ≤ exDensity chi P w x ∧
    exDensity chi P w x ≤ 0 := by
  have hpos : ∀ v : ι → ℝ, 0 ≤ v ⬝ᵥ intA chi w x *ᵥ v := by
    intro v
    rw [form_eq]
    refine Finset.sum_nonneg fun y _ => ?_
    rw [mul_assoc]
    exact mul_nonneg (hw x y) (mul_self_nonneg _)
  refine ⟨exDensity_eq chi hP w x, ?_, ?_, ?_⟩
  · refine Matrix.PosSemidef.of_dotProduct_mulVec_nonneg ?_ ?_
    · refine Matrix.IsHermitian.ext fun i j => ?_
      simp only [star_trivial, intA, Matrix.of_apply]
      exact Finset.sum_congr rfl fun y _ => by ring
    · intro v
      simpa only [star_trivial] using hpos v
  · have h := (le_abs_self _).trans (abs_form_le chi hw x (amp chi P x) (amp chi P x))
    rw [exDensity_eq chi hP]
    unfold estimate at h
    linarith
  · rw [exDensity_eq chi hP]
    linarith [hpos (amp chi P x)]

/-- For symmetric `P` and nonnegative interaction, the lower bound is attained when at most one
amplitude at `x` is nonzero. -/
theorem lower_bound_attained (chi : ι → X → ℝ) {P : Matrix ι ι ℝ} (hP : P.IsSymm)
    {w : X → X → ℝ} (hw : ∀ x y, 0 ≤ w x y) (x : X) (k : ι)
    (hk : ∀ m, m ≠ k → amp chi P x m = 0) :
    exDensity chi P w x = -(1 / 2) * estimate chi w x (amp chi P x) ^ 2 := by
  have hS : estimate chi w x (amp chi P x) = |amp chi P x k| * √(intA chi w x k k) := by
    unfold estimate
    apply Fintype.sum_eq_single k
    intro m hm
    rw [hk m hm, abs_zero, zero_mul]
  have hin : (intA chi w x *ᵥ amp chi P x) k = intA chi w x k k * amp chi P x k := by
    simp only [Matrix.mulVec, dotProduct]
    apply Fintype.sum_eq_single k
    intro m hm
    rw [hk m hm, mul_zero]
  have hF : amp chi P x ⬝ᵥ intA chi w x *ᵥ amp chi P x =
      amp chi P x k * (intA chi w x *ᵥ amp chi P x) k := by
    unfold dotProduct
    apply Fintype.sum_eq_single k
    intro m hm
    rw [hk m hm, zero_mul]
  have hd : 0 ≤ intA chi w x k k := by
    simp only [intA, Matrix.of_apply]
    exact Finset.sum_nonneg fun y _ => mul_nonneg (mul_self_nonneg _) (hw x y)
  rw [exDensity_eq chi hP, hF, hin, hS, mul_pow, sq_abs, Real.sq_sqrt hd]
  ring

/-- For symmetric `P` and nonnegative interaction, replacing the amplitudes by approximate
ones `g` in the quadratic form changes the exchange energy density by at
most half the product of the estimates for the difference and the sum. -/
theorem screening_error (chi : ι → X → ℝ) {P : Matrix ι ι ℝ} (hP : P.IsSymm)
    {w : X → X → ℝ} (hw : ∀ x y, 0 ≤ w x y) (x : X) (g : ι → ℝ) :
    |exDensity chi P w x - -(1 / 2) * (g ⬝ᵥ intA chi w x *ᵥ g)| ≤
      1 / 2 * (estimate chi w x (amp chi P x - g) * estimate chi w x (amp chi P x + g)) := by
  -- difference of two squares for the quadratic form
  have h : amp chi P x ⬝ᵥ intA chi w x *ᵥ amp chi P x - g ⬝ᵥ intA chi w x *ᵥ g =
      (amp chi P x - g) ⬝ᵥ intA chi w x *ᵥ (amp chi P x + g) := by
    rw [form_eq, form_eq, form_eq, ← Finset.sum_sub_distrib]
    refine Finset.sum_congr rfl fun y _ => ?_
    simp only [Pi.sub_apply, Pi.add_apply, sub_mul, add_mul,
      Finset.sum_sub_distrib, Finset.sum_add_distrib]
    ring
  have hb := abs_le.mp (abs_form_le chi hw x (amp chi P x - g) (amp chi P x + g))
  rw [← h] at hb
  rw [exDensity_eq chi hP, abs_le]
  constructor <;> linarith [hb.1, hb.2]

/-- For symmetric `P` and nonnegative interaction, quadrature weights and mixing function,
the exact-exchange part of a local
hybrid lies between the integrated screening bound and zero. -/
theorem hybridExchange_bounds (chi : ι → X → ℝ) {P : Matrix ι ι ℝ} (hP : P.IsSymm)
    {w : X → X → ℝ} (hw : ∀ x y, 0 ≤ w x y) {q a : X → ℝ}
    (hq : ∀ x, 0 ≤ q x) (ha : ∀ x, 0 ≤ a x) :
    ∑ x, q x * a x * (-(1 / 2) * estimate chi w x (amp chi P x) ^ 2) ≤
      hybridExchange chi P w q a ∧ hybridExchange chi P w q a ≤ 0 := by
  constructor
  · exact Finset.sum_le_sum fun x _ => mul_le_mul_of_nonneg_left
      (exchange_density_bounds chi hP hw x).2.2.1 (mul_nonneg (hq x) (ha x))
  · exact Finset.sum_nonpos fun x _ => mul_nonpos_of_nonneg_of_nonpos
      (mul_nonneg (hq x) (ha x)) (exchange_density_bounds chi hP hw x).2.2.2

end

end LocalHybridExchange
```

```lean
#print axioms LocalHybridExchange.exchange_density_bounds
#print axioms LocalHybridExchange.lower_bound_attained
#print axioms LocalHybridExchange.screening_error
#print axioms LocalHybridExchange.hybridExchange_bounds
```

```
'LocalHybridExchange.exchange_density_bounds' depends on axioms: [propext, Classical.choice, Quot.sound]
'LocalHybridExchange.lower_bound_attained' depends on axioms: [propext, Classical.choice, Quot.sound]
'LocalHybridExchange.screening_error' depends on axioms: [propext, Classical.choice, Quot.sound]
'LocalHybridExchange.hybridExchange_bounds' depends on axioms: [propext, Classical.choice, Quot.sound]
```

### How the proof follows the derivation

`gamma_eq_amp` exchanges the two basis sums and uses the symmetry of $P$ through `hP.apply n m`. `form_eq` moves the grid sum outward in its `calc` chain, then factors the summand. `exDensity_eq` combines the two.

In `abs_intA_le`, the local statement `e` splits the weight into square roots, and `Finset.sum_mul_sq_le_sq_mul_sq` is Cauchy-Schwarz. `abs_form_le` applies the triangle inequality once for each basis sum.

The requested statement is `exchange_density_bounds`, a conjunction of four parts: the energy formula, positive semidefiniteness, the lower bound and the upper bound. Its local fact `hpos` is the sum-of-squares argument, used for both the second and the fourth part.

`lower_bound_attained` reduces each sum to its term at `k`. `screening_error` proves the difference of squares with `form_eq`, then applies `abs_form_le`. `hybridExchange_bounds` sums the pointwise bounds.

### Remarks

In a finite-grid calculation, $g$ can be $f$ with its small entries set to zero. Then $S(f-g)$ contains only the discarded entries, and the error estimate needs only diagonal integrals. It holds for a fixed $P$ and does not follow the error through a self-consistent cycle.

The lower bound can be far from the true value when the contributions of different basis functions cancel. Take one occupied orbital $\varphi=c(\chi_1-\chi_2)$, so that $\gamma(x,y)=\varphi(x)\varphi(y)$ and $f(x)=c\,\varphi(x)\,(1,-1)$. Then $e(x)=-\tfrac12\varphi(x)^2\sum_y w(x,y)\varphi(y)^2$, while the bound is $-\tfrac12\varphi(x)^2c^2\big(\sqrt{A_{11}}+\sqrt{A_{22}}\big)^2$. If $\chi_1$ and $\chi_2$ are nearly equal, normalising $\varphi$ makes $c^2$ large, and the bound can then lie far below $e(x)$.
